# Coulomb exchange between an s1/2 electron and an orbital with l ≥ 1: only the multipole k = l, with squared 3j symbol 1/(2(2l+1))

Take an s1/2 electron and a p1/2 electron. The Coulomb interaction between them is expanded in multipoles k = 0, 1, 2, …, and exchange uses those k for which 1/2, k and 1/2 form a triangle, which leaves k = 0 and k = 1. Parity requires l + k to be even, with l = 1 for the p orbital, so k = 1 remains. Its angular weight, averaged over the magnetic states of the p1/2 subshell, is the square of the 3j symbol (1/2 1 1/2; 1/2 0 -1/2). In Racah's sum for this symbol the t = 0 term is 1, and the t = 1 term contains 1/(-1)!, which counts as zero. The squared prefactor is

1! · 0! · 1! / 3! = 1/6,

since the factorials of the projections all equal 1. The weight is therefore 1/6. For every l ≥ 1 and both j = l ± 1/2 the same thing happens: one multipole survives, and one term of Racah's sum gives its weight.

## Racah's formula in doubled integers

Half-integers are avoided by doubling every angular momentum and projection: 1/2 becomes `1`, l becomes `2 * l`, and j = l ± 1/2 becomes `2 * l + 1` or `2 * l - 1`.

```lean
import Mathlib

namespace RelativisticExchange

noncomputable section
```

A factorial n! is then written as a function of the doubled argument 2n.

```lean
/-- The factorial `(n/2)!` of a doubled argument, for even `n ≥ 0`. -/
def hfact (n : ℤ) : ℝ := ((n / 2).toNat.factorial : ℝ)
```

Racah's sum needs reciprocal factorials, with 1/n! = 0 for negative n. With this convention, every term that contains the factorial of a negative number drops out of the sum.

```lean
/-- The reciprocal factorial `1/(n/2)!` of a doubled even argument, set to zero for negative `n`. -/
def hinv (n : ℤ) : ℝ := if 0 ≤ n then 1 / hfact n else 0
```

Three angular momenta a, b, c can couple when none exceeds the sum of the other two and a + b + c is an integer. In doubled values the last condition is divisibility by 2.

```lean
/-- The triangle rule for three angular momenta, each given by its doubled value. -/
def Triangle (a b c : ℤ) : Prop :=
  a ≤ b + c ∧ b ≤ a + c ∧ c ≤ a + b ∧ 2 ∣ a + b + c
```

The 3j symbol (a b c; α β γ) also requires α + β + γ = 0, and each projection must lie in the range of its angular momentum and differ from it by an integer.

```lean
/-- The selection rules of the 3j symbol in doubled values: the triangle rule, projections that add
to zero, and each projection in the range of its angular momentum and differing from it by an
integer. -/
def Allowed (a b c α β γ : ℤ) : Prop :=
  Triangle a b c ∧ α + β + γ = 0 ∧ (-a ≤ α ∧ α ≤ a ∧ 2 ∣ a + α) ∧
    (-b ≤ β ∧ β ≤ b ∧ 2 ∣ b + β) ∧ (-c ≤ γ ∧ γ ≤ c ∧ 2 ∣ c + γ)
```

In ordinary values, Racah's sum is

S = Σ_t (-1)^t / [t! (c-b+α+t)! (c-a-β+t)! (a+b-c-t)! (a-α-t)! (b+β-t)!],

where t runs from 0 to a + b - c.

```lean
/-- Racah's alternating factorial sum, in doubled values. -/
def racahSum (a b c α β : ℤ) : ℝ :=
  ∑ t ∈ Finset.range (((a + b - c) / 2).toNat + 1),
    (-1 : ℝ) ^ t * (hinv (2 * (t : ℤ)) * hinv (c - b + α + 2 * (t : ℤ)) *
      hinv (c - a - β + 2 * (t : ℤ)) * hinv (a + b - c - 2 * (t : ℤ)) *
      hinv (a - α - 2 * (t : ℤ)) * hinv (b + β - 2 * (t : ℤ)))
```

The symbol itself is

(a b c; α β γ) = (-1)^(a-b-γ) · √(Δ · P) · S,

Δ = (a+b-c)! (a+c-b)! (b+c-a)! / (a+b+c+1)!,

P = (a+α)! (a-α)! (b+β)! (b-β)! (c+γ)! (c-γ)!,

and it is zero when a selection rule fails. This formula is the definition here; it is not derived from the coupling of angular momentum states.

```lean
open Classical in
/-- The Wigner 3j symbol `(a b c; α β γ)` by Racah's formula, all six entries doubled;
it is zero when the selection rules fail. -/
def threeJ (a b c α β γ : ℤ) : ℝ :=
  if Allowed a b c α β γ then
    (-1 : ℝ) ^ ((a - b - γ) / 2).natAbs *
      Real.sqrt (hfact (a + b - c) * hfact (a + c - b) * hfact (b + c - a) /
        hfact (a + b + c + 2) * (hfact (a + α) * hfact (a - α) * hfact (b + β) *
        hfact (b - β) * hfact (c + γ) * hfact (c - γ))) * racahSum a b c α β
  else 0
```

The next lemma turns the factorial of a doubled argument 2m into the ordinary m!, so that later steps can cancel factorials.

```lean
/-- The factorial of a doubled argument `2m` is `m!`. -/
theorem hfact_eq (n : ℤ) (m : ℕ) (h : n = 2 * (m : ℤ)) : hfact n = (m.factorial : ℝ) := by
  have e : (n / 2).toNat = m := by omega
  rw [hfact, e]
```

## A maximal first projection leaves one term

Set α = a. The factor 1/(a-α-t)! becomes 1/(-t)!, which is zero for every t ≥ 1. In the t = 0 term, γ = -a-β gives c-a-β = c+γ, so

S = 1 / [(a+c-b)! (c+γ)! (a+b-c)! (b+β)!].

In the proof, `Finset.sum_eq_single 0` isolates this term, `omega` identifies the arguments, and the second bullet shows that the later terms vanish.

```lean
/-- When the selection rules hold and the first projection is maximal, Racah's sum reduces to a
single term. -/
theorem racahSum_stretched {a b c β γ : ℤ} (h : Allowed a b c a β γ) :
    racahSum a b c a β =
      1 / (hfact (a + c - b) * hfact (c + γ) * hfact (a + b - c) * hfact (b + β)) := by
  unfold Allowed Triangle at h
  have pos : ∀ n : ℤ, 0 ≤ n → hinv n = 1 / hfact n := fun n hn => by
    unfold hinv
    exact if_pos hn
  have h0 : hfact 0 = 1 := by simp [hfact]
  unfold racahSum
  rw [Finset.sum_eq_single 0]
  · have e1 : c - b + a + 2 * ((0 : ℕ) : ℤ) = a + c - b := by omega
    have e2 : c - a - β + 2 * ((0 : ℕ) : ℤ) = c + γ := by omega
    have e3 : a + b - c - 2 * ((0 : ℕ) : ℤ) = a + b - c := by omega
    have e4 : a - a - 2 * ((0 : ℕ) : ℤ) = 0 := by omega
    have e5 : b + β - 2 * ((0 : ℕ) : ℤ) = b + β := by omega
    have e6 : 2 * ((0 : ℕ) : ℤ) = 0 := by omega
    rw [e1, e2, e3, e4, e5, e6, pos 0 le_rfl, pos (a + c - b) (by omega),
      pos (c + γ) (by omega), pos (a + b - c) (by omega), pos (b + β) (by omega), h0]
    ring
  · -- every later term has the reciprocal factorial of a negative number
    intro t _ ht
    have e : hinv (a - a - 2 * (t : ℤ)) = 0 := by
      unfold hinv
      exact if_neg (by omega)
    rw [e]
    ring
  · intro hn
    exact absurd (Finset.mem_range.mpr (Nat.succ_pos _)) hn
```

Squaring the symbol removes the phase and the root. With (a-α)! = 0! = 1, the square is Δ · P · S², and each factorial in the denominator of S cancels once against Δ or P:

(a b c; a β γ)² = (2a)! (b+c-a)! (b-β)! (c-γ)! / [(a+b+c+1)! (a+c-b)! (a+b-c)! (b+β)! (c+γ)!].

This holds for all angular momenta and projections that satisfy the selection rules with α = a. `Real.sq_sqrt` removes the root, and `field_simp` does the cancellation.

```lean
/-- Closed factorial formula for the squared 3j symbol when the selection rules hold and the first
projection is maximal. -/
theorem threeJ_sq_stretched {a b c β γ : ℤ} (h : Allowed a b c a β γ) :
    threeJ a b c a β γ ^ 2 =
      hfact (a + a) * hfact (b + c - a) * hfact (b - β) * hfact (c - γ) /
        (hfact (a + b + c + 2) * hfact (a + c - b) * hfact (a + b - c) *
          hfact (b + β) * hfact (c + γ)) := by
  have pos : ∀ n : ℤ, 0 < hfact n := fun n => by
    unfold hfact
    positivity
  have hs : ((-1 : ℝ) ^ ((a - b - γ) / 2).natAbs) ^ 2 = 1 := by
    rw [← pow_mul, mul_comm, pow_mul]
    norm_num
  have h0 : hfact (a - a) = 1 := by simp [hfact]
  unfold threeJ
  rw [if_pos h, mul_pow, mul_pow, hs, Real.sq_sqrt (by unfold hfact; positivity),
    racahSum_stretched h, h0]
  have p1 := (pos (a + b + c + 2)).ne'
  have p2 := (pos (a + c - b)).ne'
  have p3 := (pos (a + b - c)).ne'
  have p4 := (pos (b + β)).ne'
  have p5 := (pos (c + γ)).ne'
  field_simp
```

## The two spin-orbit partners have the same squared symbol

For a = 1/2, b = l, c = l + 1/2, β = 0 and γ = -1/2 the formula gives

(2l)! l! (l+1)! / [(2l+2)! l! l!] = (l+1) / [(2l+2)(2l+1)] = 1/(2(2l+1)).

For p3/2 this is 2! · 1! · 2! / (4! · 1! · 1!) = 4/24 = 1/6, the same as for p1/2. The proof follows this line: `hfact_eq` evaluates each factorial, `Nat.factorial_succ` expands them, and `ring` checks the cross-multiplied equation. The result includes l = 0, where the value is 1/2.

```lean
/-- For `j = l + 1/2`, the squared symbol `(1/2 l j; 1/2 0 -1/2)²` is `1/(2(2l+1))`. -/
theorem threeJ_sq_upper (l : ℕ) :
    threeJ 1 (2 * l) (2 * l + 1) 1 0 (-1) ^ 2 = 1 / (2 * (2 * (l : ℝ) + 1)) := by
  have h : Allowed 1 (2 * l) (2 * l + 1) 1 0 (-1) := by
    unfold Allowed Triangle
    omega
  rw [threeJ_sq_stretched h, hfact_eq (1 + 1) 1 (by omega),
    hfact_eq (2 * (l : ℤ) + (2 * (l : ℤ) + 1) - 1) (2 * l) (by omega),
    hfact_eq (2 * (l : ℤ) - 0) l (by omega),
    hfact_eq (2 * (l : ℤ) + 1 - (-1)) (l + 1) (by omega),
    hfact_eq (1 + 2 * (l : ℤ) + (2 * (l : ℤ) + 1) + 2) (2 * l + 1 + 1) (by omega),
    hfact_eq (1 + (2 * (l : ℤ) + 1) - 2 * (l : ℤ)) 1 (by omega),
    hfact_eq (1 + 2 * (l : ℤ) - (2 * (l : ℤ) + 1)) 0 (by omega),
    hfact_eq (2 * (l : ℤ) + 0) l (by omega),
    hfact_eq (2 * (l : ℤ) + 1 + (-1)) l (by omega)]
  simp only [Nat.factorial_zero, Nat.factorial_succ]
  push_cast
  rw [div_eq_div_iff (by positivity) (by positivity)]
  ring
```

For c = l - 1/2, which requires l ≥ 1, the same substitution gives

(2l-1)! l! l! / [(2l+1)! l! (l-1)!] = l / [(2l+1)(2l)] = 1/(2(2l+1)).

The proof writes l = m + 1, so that (l-1)! becomes m!.

```lean
/-- For `l ≥ 1` and `j = l - 1/2`, the squared symbol `(1/2 l j; 1/2 0 -1/2)²` is
`1/(2(2l+1))`. -/
theorem threeJ_sq_lower (l : ℕ) (hl : 1 ≤ l) :
    threeJ 1 (2 * l) (2 * l - 1) 1 0 (-1) ^ 2 = 1 / (2 * (2 * (l : ℝ) + 1)) := by
  have h : Allowed 1 (2 * l) (2 * l - 1) 1 0 (-1) := by
    unfold Allowed Triangle
    omega
  obtain ⟨m, rfl⟩ : ∃ m, l = m + 1 := ⟨l - 1, by omega⟩
  rw [threeJ_sq_stretched h, hfact_eq (1 + 1) 1 (by omega),
    hfact_eq (2 * ((m + 1 : ℕ) : ℤ) + (2 * ((m + 1 : ℕ) : ℤ) - 1) - 1) (2 * m + 1) (by omega),
    hfact_eq (2 * ((m + 1 : ℕ) : ℤ) - 0) (m + 1) (by omega),
    hfact_eq (2 * ((m + 1 : ℕ) : ℤ) - 1 - (-1)) (m + 1) (by omega),
    hfact_eq (1 + 2 * ((m + 1 : ℕ) : ℤ) + (2 * ((m + 1 : ℕ) : ℤ) - 1) + 2) (2 * m + 1 + 1 + 1)
      (by omega),
    hfact_eq (1 + (2 * ((m + 1 : ℕ) : ℤ) - 1) - 2 * ((m + 1 : ℕ) : ℤ)) 0 (by omega),
    hfact_eq (1 + 2 * ((m + 1 : ℕ) : ℤ) - (2 * ((m + 1 : ℕ) : ℤ) - 1)) 1 (by omega),
    hfact_eq (2 * ((m + 1 : ℕ) : ℤ) + 0) (m + 1) (by omega),
    hfact_eq (2 * ((m + 1 : ℕ) : ℤ) - 1 + (-1)) m (by omega)]
  simp only [Nat.factorial_zero, Nat.factorial_succ]
  push_cast
  rw [div_eq_div_iff (by positivity) (by positivity)]
  ring
```

## Triangle and parity select k = l

The triangle rule for (1/2, k, j) reads j - 1/2 ≤ k ≤ j + 1/2. It allows k = l and k = l + 1 when j = l + 1/2, and k = l - 1 and k = l when j = l - 1/2. In both cases the requirement that l + k be even removes the neighbour of l.

The theorem takes a natural number `l` with `1 ≤ l` and an integer `c`, the doubled j, equal to `2 * l + 1` or `2 * l - 1`. Its first part says, for every natural number `k`, that the two rules hold together exactly when `k = l`; its second part gives the squared symbol at that multipole. `omega` settles the first part as integer arithmetic, and the second is one of the two preceding results.

```lean
/-- For `l ≥ 1` and `j = l ± 1/2` (doubled value `c`), the triangle rule for `(1/2, k, j)` and
even `l + k` hold exactly for `k = l`, and the squared 3j symbol there is `1/(2(2l+1))`. -/
theorem s_half_exchange_coefficient (l : ℕ) (hl : 1 ≤ l) (c : ℤ)
    (hc : c = 2 * l + 1 ∨ c = 2 * l - 1) :
    (∀ k : ℕ, (Triangle 1 (2 * k) c ∧ Even (l + k)) ↔ k = l) ∧
      threeJ 1 (2 * l) c 1 0 (-1) ^ 2 = 1 / (2 * (2 * (l : ℝ) + 1)) := by
  constructor
  · intro k
    rw [Nat.even_iff]
    unfold Triangle
    omega
  · rcases hc with rfl | rfl
    · exact threeJ_sq_upper l
    · exact threeJ_sq_lower l hl
```

## The exchange sum becomes a single radial integral

Let F k be the radial exchange integral of multipole k, usually written G^k in atomic physics, where F^k denotes the direct integral. Up to its sign, the exchange energy of an s1/2 electron with one electron of the subshell (l, j), averaged over the magnetic states of that subshell, is the sum over multipoles of the right parity

Σ_k (1/2 k j; 1/2 0 -1/2)² F k = F l / (2(2l+1)).

Every other k in the sum violates the triangle rule, so its symbol is zero. In Lean, `F` is an arbitrary real function, and the sum runs over `k < N` for any cutoff `N` above `l`. The parity condition is built into the sum. It stands for the behaviour of the orbitals under inversion: the angular integral of an s function, a function of angular momentum l and a multipole k vanishes when l + k is odd. Neither the orbitals nor this angular integral are constructed here, and the Breit interaction is not treated.

```lean
/-- The parity-restricted multipole sum for exchange between an s1/2 electron and an orbital
with `l ≥ 1`, `j = l ± 1/2` reduces to the radial integral `F l` times `1/(2(2l+1))`. -/
theorem exchange_multipole_sum (l : ℕ) (hl : 1 ≤ l) (c : ℤ)
    (hc : c = 2 * l + 1 ∨ c = 2 * l - 1) (F : ℕ → ℝ) (N : ℕ) (hN : l < N) :
    ∑ k ∈ (Finset.range N).filter (fun k => Even (l + k)),
      threeJ 1 (2 * k) c 1 0 (-1) ^ 2 * F k = F l / (2 * (2 * (l : ℝ) + 1)) := by
  obtain ⟨hk, hv⟩ := s_half_exchange_coefficient l hl c hc
  rw [Finset.sum_eq_single l]
  · rw [hv]
    ring
  · -- the other multipoles of the right parity violate the triangle rule
    intro k hmem hne
    have hp := (Finset.mem_filter.mp hmem).2
    have hz : threeJ 1 (2 * k) c 1 0 (-1) = 0 := by
      unfold threeJ
      exact if_neg (fun h => hne ((hk k).mp ⟨h.1, hp⟩))
    rw [hz]
    ring
  · intro hn
    exact absurd (Finset.mem_filter.mpr ⟨Finset.mem_range.mpr hN, ⟨l, rfl⟩⟩) hn
```

In Dirac–Fock calculations and orbital-dependent exchange functionals for atoms with central-field orbitals and closed subshells, this sum supplies the angular factor for each pair of an s1/2 subshell and a subshell with l ≥ 1. The usual closed-shell expression, taken as known here, gives the exchange energy between a full s1/2 subshell and a full subshell (l, j) as

E = -2(2j+1) · F l / (2(2l+1)) = -(2j+1)/(2l+1) · F l.

With p1/2 the factor in front of F 1 is -2/3, and with p3/2 it is -4/3. In a program that loops over k from j - 1/2 to j + 1/2 and tests parity, exactly one k passes the test for such a pair.

## What the parity test removes

For j = l + 1/2, the multipole k = l + 1 passes the triangle rule with a nonzero weight. Since j is also (l+1) - 1/2, the result for the lower partner applies with l + 1 in place of l:

(1/2 l+1 j; 1/2 0 -1/2)² = 1/(2(2l+3)).

For p3/2 this is 1/10 at k = 2. A code that summed these weights over all k allowed by the triangle rule, without the parity test, would add F 2 / 10 to the correct F 1 / 6.

```lean
/-- For `j = l + 1/2` the multipole `k = l + 1` also obeys the triangle rule, and its squared
3j symbol is `1/(2(2l+3))`. -/
theorem parity_rule_needed (l : ℕ) :
    Triangle 1 (2 * ((l + 1 : ℕ) : ℤ)) (2 * l + 1) ∧
      threeJ 1 (2 * ((l + 1 : ℕ) : ℤ)) (2 * l + 1) 1 0 (-1) ^ 2 =
        1 / (2 * (2 * (l : ℝ) + 3)) := by
  have h := threeJ_sq_lower (l + 1) (by omega)
  have e : 2 * ((l + 1 : ℕ) : ℤ) - 1 = 2 * (l : ℤ) + 1 := by omega
  rw [e] at h
  refine ⟨by unfold Triangle; omega, ?_⟩
  rw [h]
  push_cast
  ring
```

## The weighted partners add up to one

The subshells j = l + 1/2 and j = l - 1/2 hold 2j + 1 = 2l + 2 and 2l electrons. Weighted by these numbers, the squared symbols give

(2l+2) / (2(2l+1)) + 2l / (2(2l+1)) = 1.

If the two partners share one radial function, as they do in the nonrelativistic limit, the exchange energy of one s electron with the filled l shell is therefore -F l. For l = 1 the sum is 4/6 + 2/6. The proof inserts the two values and finishes with `ring`.

```lean
/-- For `l ≥ 1`, the squared 3j symbols of the spin-orbit partners `j = l ± 1/2`, weighted by
`2j + 1`, add up to one. -/
theorem spin_orbit_partners_sum (l : ℕ) (hl : 1 ≤ l) :
    (2 * (l : ℝ) + 2) * threeJ 1 (2 * l) (2 * l + 1) 1 0 (-1) ^ 2 +
      2 * (l : ℝ) * threeJ 1 (2 * l) (2 * l - 1) 1 0 (-1) ^ 2 = 1 := by
  rw [threeJ_sq_upper, threeJ_sq_lower l hl, ← add_mul, mul_one_div,
    div_eq_one_iff_eq (by positivity)]
  ring

end

end RelativisticExchange
```

```lean
#print axioms RelativisticExchange.exchange_multipole_sum
-- 'RelativisticExchange.exchange_multipole_sum' depends on axioms: [propext, Classical.choice, Quot.sound]
#print axioms RelativisticExchange.parity_rule_needed
-- 'RelativisticExchange.parity_rule_needed' depends on axioms: [propext, Classical.choice, Quot.sound]
#print axioms RelativisticExchange.spin_orbit_partners_sum
-- 'RelativisticExchange.spin_orbit_partners_sum' depends on axioms: [propext, Classical.choice, Quot.sound]
```
